# For κ > 0, the plane-wave coefficients of exp(−κ|x|) on [−π, π] fall off as n⁻² and no faster

One way to extrapolate a plane-wave calculation beyond the largest affordable cutoff is to assume a rate at which the omitted coefficients shrink. For a smooth periodic function that rate can be exponential. For the one-dimensional orbital $e^{-\kappa|x|}$ with $\kappa>0$, which has a cusp at the origin, it is algebraic. Here $\kappa$ is the inverse decay length. The slope jumps by $-2\kappa$ at $x=0$, the kind of kink that an attractive point potential produces.

## The coefficient and its two bounds

For every integer $n$, let

$$c_n=\frac1{2\pi}\int_{-\pi}^{\pi}e^{-\kappa|x|}e^{-inx}\,dx .$$

Then, with $q=e^{-\kappa\pi}$,

$$c_n=\frac{\kappa\,(1-(-1)^n q)}{\pi(\kappa^2+n^2)},$$

and for $n\neq0$

$$A\le n^2|c_n|\le B,\qquad A=\frac{\kappa(1-q)}{\pi(\kappa^2+1)}>0,\qquad B=\frac{\kappa(1+q)}{\pi}.$$

Consequently, no sequence $\varepsilon_n$ with $n^2\varepsilon_n\to0$ can bound $|c_n|$ for all large $n$. This rules out every exponential envelope $Ce^{-an}$ with $a>0$.

## Cutoff extrapolation and augmented bases

In this one-dimensional, one-orbital model, a fit that assumes exponentially decaying coefficients has the wrong form, however large the cutoff. The same kind of difficulty is one motivation for augmentation: in LAPW, radial functions represent the orbital inside the atomic spheres, so the plane waves need not resolve the nuclear cusp.

## Two half-cells, then the bounds

On the right half of the cell $|x|=x$. Since $\kappa+in$ has real part $\kappa>0$, it is non-zero, and

$$\int_0^\pi e^{-(\kappa+in)x}dx=\frac{1-e^{-(\kappa+in)\pi}}{\kappa+in}=\frac{w_n}{\kappa+in},\qquad w_n=1-(-1)^nq,$$

because $e^{-in\pi}=(-1)^n$. Substituting $x\to-x$ turns the left half into the same integral with $n$ replaced by $-n$. As $(-1)^{-n}=(-1)^n$, it equals $w_n/(\kappa-in)$. Adding the halves gives

$$\frac{w_n}{\kappa+in}+\frac{w_n}{\kappa-in}=\frac{2\kappa w_n}{\kappa^2+n^2},$$

and division by $2\pi$ gives the closed form.

Since $0<q<1$, $w_n$ is $1-q$ for even $n$ and $1+q$ for odd $n$. It is positive, so $|c_n|=c_n$ and

$$n^2|c_n|=\frac{\kappa w_n}{\pi}\cdot\frac{n^2}{\kappa^2+n^2}.$$

For $n\ne0$ we have $n^2\ge1$. The last fraction is at most 1, and it is at least $1/(\kappa^2+1)$ because

$$n^2(\kappa^2+1)-(\kappa^2+n^2)=\kappa^2(n^2-1)\ge0 .$$

Combining this with $1-q\le w_n\le1+q$ gives $A$ and $B$.

Finally, suppose $|c_n|\le\varepsilon_n$ for all large $n$ and $n^2\varepsilon_n\to0$. For some $n\ge1$ we would then have $A\le n^2|c_n|\le n^2\varepsilon_n<A$, a contradiction.

**The case $n=0$.** The closed form gives $c_0=(1-q)/(\pi\kappa)$, the mean of the orbital over the cell. But $n^2|c_n|=0$ there, which is below $A$, so the lower bound needs $n\neq0$.

**Without $\kappa>0$.** At $\kappa=0$ the orbital is the constant 1 and the cusp is gone. Every coefficient with $n\ne0$ vanishes, so the envelope $\varepsilon_n=0$ bounds them all, and the statement about envelopes fails.

## The Lean file

```lean
import Mathlib

open Real Filter Topology

namespace CuspPlaneWave

noncomputable section

/-- The one-dimensional cusp orbital `exp(-κ|x|)`. -/
def cuspOrbital (κ x : ℝ) : ℝ := Real.exp (-κ * |x|)

/-- The coefficient of the plane wave `exp(inx)` in a function `f` on the cell `[-π, π]`. -/
def planeWaveCoeff (f : ℝ → ℝ) (n : ℤ) : ℂ :=
  1 / (2 * (π : ℂ)) * ∫ x in (-π)..π, (f x : ℂ) * Complex.exp (-(n * x * Complex.I))

/-- The lower constant `κ(1 - exp(-κπ))/(π(κ² + 1))`. -/
def lowerConst (κ : ℝ) : ℝ := κ * (1 - Real.exp (-κ * π)) / π * (1 / (κ ^ 2 + 1))

/-- The upper constant `κ(1 + exp(-κπ))/π`. -/
def upperConst (κ : ℝ) : ℝ := κ * (1 + Real.exp (-κ * π)) / π

/-- The integral of the cusp orbital against a plane wave over the right half of the cell. -/
theorem half_cell_integral {κ : ℝ} (hκ : 0 < κ) (n : ℤ) :
    ∫ x in (0 : ℝ)..π, (cuspOrbital κ x : ℂ) * Complex.exp (-(n * x * Complex.I)) =
      (1 - (-1) ^ n * Complex.exp (-κ * π)) / (κ + n * Complex.I) := by
  have hc : -((κ : ℂ) + n * Complex.I) ≠ 0 := by
    intro h
    have h' := congrArg Complex.re (neg_eq_zero.mp h)
    simp at h'
    linarith
  -- on the right half the integrand is a single complex exponential
  have h1 : ∫ x in (0 : ℝ)..π, (cuspOrbital κ x : ℂ) * Complex.exp (-(n * x * Complex.I)) =
      ∫ x in (0 : ℝ)..π, Complex.exp (-((κ : ℂ) + n * Complex.I) * x) := by
    apply intervalIntegral.integral_congr
    intro x hx
    rw [Set.uIcc_of_le pi_pos.le] at hx
    simp only [cuspOrbital, abs_of_nonneg hx.1]
    rw [Complex.ofReal_exp, ← Complex.exp_add]
    congr 1
    push_cast
    ring
  have h2 : Complex.exp (-((κ : ℂ) + n * Complex.I) * π) =
      (-1) ^ n * Complex.exp (-κ * π) := by
    have h3 : -((κ : ℂ) + n * Complex.I) * π =
        ((-n : ℤ) : ℂ) * (π * Complex.I) + (-κ * π) := by
      push_cast
      ring
    rw [h3, Complex.exp_add, Complex.exp_int_mul, Complex.exp_pi_mul_I, zpow_neg,
      ← inv_zpow, inv_neg, inv_one]
  rw [h1, integral_exp_mul_complex hc, h2]
  simp only [Complex.ofReal_zero, mul_zero, Complex.exp_zero]
  rw [div_neg, ← neg_div]
  congr 1
  ring

/-- For `κ > 0`, the closed form of every plane-wave coefficient of the cusp orbital. -/
theorem cusp_coeff {κ : ℝ} (hκ : 0 < κ) (n : ℤ) :
    planeWaveCoeff (cuspOrbital κ) n =
      ((κ * (1 - (-1) ^ n * Real.exp (-κ * π)) / (π * (κ ^ 2 + (n : ℝ) ^ 2)) : ℝ) : ℂ) := by
  have hcont : Continuous fun x : ℝ =>
      (cuspOrbital κ x : ℂ) * Complex.exp (-(n * x * Complex.I)) := by
    unfold cuspOrbital
    fun_prop
  -- reflection turns the left half into the right half with `-n`
  have hl : ∫ x in (-π)..0, (cuspOrbital κ x : ℂ) * Complex.exp (-(n * x * Complex.I)) =
      ∫ x in (0 : ℝ)..π,
        (cuspOrbital κ x : ℂ) * Complex.exp (-(((-n : ℤ) : ℂ) * x * Complex.I)) := by
    have h := intervalIntegral.integral_comp_neg (a := 0) (b := π)
      (fun x : ℝ => (cuspOrbital κ x : ℂ) * Complex.exp (-(n * x * Complex.I)))
    rw [neg_zero] at h
    rw [← h]
    apply intervalIntegral.integral_congr
    intro x _
    simp [cuspOrbital]
  have hs : (-1 : ℂ) ^ (-n) = (-1) ^ n := by
    rw [zpow_neg, ← inv_zpow, inv_neg, inv_one]
  have hne : ∀ m : ℤ, (κ : ℂ) + m * Complex.I ≠ 0 := by
    intro m h
    have h' := congrArg Complex.re h
    simp at h'
    linarith
  have alg : ∀ p q w P : ℂ, p ≠ 0 → q ≠ 0 → P ≠ 0 →
      1 / (2 * P) * (w / q + w / p) = (p + q) / 2 * w / (P * (p * q)) := by
    intro p q w P hp hq hP
    field_simp
  have hsum : ((κ : ℂ) + n * Complex.I + (κ + ((-n : ℤ) : ℂ) * Complex.I)) / 2 = κ := by
    push_cast
    ring
  have hprod : ((κ : ℂ) + n * Complex.I) * (κ + ((-n : ℤ) : ℂ) * Complex.I) =
      (κ : ℂ) ^ 2 + (n : ℂ) ^ 2 := by
    push_cast
    linear_combination (-(n : ℂ) ^ 2) * Complex.I_sq
  unfold planeWaveCoeff
  rw [← intervalIntegral.integral_add_adjacent_intervals
    (hcont.intervalIntegrable (-π) 0) (hcont.intervalIntegrable 0 π), hl,
    half_cell_integral hκ, half_cell_integral hκ, hs,
    alg _ _ _ _ (hne n) (hne (-n)) (Complex.ofReal_ne_zero.mpr pi_ne_zero), hsum, hprod]
  push_cast
  rfl

/-- For `κ > 0`, the lower constant is positive. -/
theorem lowerConst_pos {κ : ℝ} (hκ : 0 < κ) : 0 < lowerConst κ := by
  have he : Real.exp (-κ * π) < 1 := Real.exp_lt_one_iff.mpr (by nlinarith [pi_pos])
  have h1 : 0 < 1 - Real.exp (-κ * π) := by linarith
  unfold lowerConst
  positivity

/-- For `κ > 0` and `n ≠ 0`, `n²` times the modulus of the cusp orbital's coefficient lies between
the two constants. -/
theorem cusp_coeff_bounds {κ : ℝ} (hκ : 0 < κ) {n : ℤ} (hn : n ≠ 0) :
    lowerConst κ ≤ (n : ℝ) ^ 2 * ‖planeWaveCoeff (cuspOrbital κ) n‖ ∧
      (n : ℝ) ^ 2 * ‖planeWaveCoeff (cuspOrbital κ) n‖ ≤ upperConst κ := by
  have he0 := Real.exp_pos (-κ * π)
  have he : Real.exp (-κ * π) < 1 := Real.exp_lt_one_iff.mpr (by nlinarith [pi_pos])
  have hn1 : (1 : ℝ) ≤ (n : ℝ) ^ 2 := by
    have h : (1 : ℤ) ≤ n ^ 2 := by
      have h0 : 0 < n ^ 2 := by positivity
      omega
    exact_mod_cast h
  rw [cusp_coeff hκ, Complex.norm_real, Real.norm_eq_abs]
  -- the parity-dependent factor lies between `1 - exp(-κπ)` and `1 + exp(-κπ)`
  obtain ⟨hw1, hw2⟩ : 1 - Real.exp (-κ * π) ≤ 1 - (-1) ^ n * Real.exp (-κ * π) ∧
      1 - (-1) ^ n * Real.exp (-κ * π) ≤ 1 + Real.exp (-κ * π) := by
    rcases Int.even_or_odd n with h | h
    · rw [h.neg_one_zpow]
      constructor <;> linarith
    · rw [h.neg_one_zpow]
      constructor <;> linarith
  generalize 1 - (-1 : ℝ) ^ n * Real.exp (-κ * π) = w at hw1 hw2 ⊢
  have hw : 0 < w := by linarith
  have hpos : 0 < κ ^ 2 + (n : ℝ) ^ 2 := by positivity
  rw [abs_of_nonneg (by positivity)]
  have hsplit : (n : ℝ) ^ 2 * (κ * w / (π * (κ ^ 2 + (n : ℝ) ^ 2))) =
      κ * w / π * ((n : ℝ) ^ 2 / (κ ^ 2 + (n : ℝ) ^ 2)) := by
    rw [div_mul_div_comm]
    ring
  have hlow : 1 / (κ ^ 2 + 1) ≤ (n : ℝ) ^ 2 / (κ ^ 2 + (n : ℝ) ^ 2) := by
    rw [div_le_div_iff₀ (by positivity) hpos]
    nlinarith [mul_nonneg (sq_nonneg κ) (sub_nonneg.mpr hn1)]
  have hup : (n : ℝ) ^ 2 / (κ ^ 2 + (n : ℝ) ^ 2) ≤ 1 := by
    rw [div_le_one hpos]
    nlinarith [sq_nonneg κ]
  rw [hsplit]
  constructor
  · unfold lowerConst
    exact mul_le_mul (by gcongr) hlow (by positivity) (by positivity)
  · unfold upperConst
    calc κ * w / π * ((n : ℝ) ^ 2 / (κ ^ 2 + (n : ℝ) ^ 2)) ≤ κ * w / π * 1 :=
          mul_le_mul_of_nonneg_left hup (by positivity)
      _ ≤ κ * (1 + Real.exp (-κ * π)) / π := by
          rw [mul_one]
          gcongr

/-- For `κ > 0`, no envelope `ε` with `n² ε n → 0` eventually bounds the moduli of the cusp
orbital's coefficients. -/
theorem no_faster_envelope {κ : ℝ} (hκ : 0 < κ) (ε : ℕ → ℝ)
    (hε : Tendsto (fun n : ℕ => (n : ℝ) ^ 2 * ε n) atTop (𝓝 0)) :
    ¬ ∀ᶠ n : ℕ in atTop, ‖planeWaveCoeff (cuspOrbital κ) n‖ ≤ ε n := by
  intro h
  obtain ⟨n, ⟨h1, h2⟩, h3⟩ := ((h.and (hε.eventually_lt_const (lowerConst_pos hκ))).and
    (eventually_ge_atTop 1)).exists
  have hb := (cusp_coeff_bounds hκ (n := (n : ℤ)) (by omega)).1
  rw [Int.cast_natCast] at hb
  have hm := mul_le_mul_of_nonneg_left h1 (sq_nonneg (n : ℝ))
  linarith

end

end CuspPlaneWave
```

```lean
#print axioms CuspPlaneWave.cusp_coeff
#print axioms CuspPlaneWave.no_faster_envelope
```

```
'CuspPlaneWave.cusp_coeff' depends on axioms: [propext, Classical.choice, Quot.sound]
'CuspPlaneWave.no_faster_envelope' depends on axioms: [propext, Classical.choice, Quot.sound]
```

## Conventions in the statements

`cuspOrbital κ x` is the real orbital. `planeWaveCoeff f n` is the complex number $c_n$ for a real function `f`, with the prefactor $1/(2\pi)$ and the phase $e^{-inx}$. `lowerConst κ` and `upperConst κ` are $A$ and $B$, and the double bars in the bounds denote the complex modulus.

The cell has length $2\pi$. For a cell of length $L$ and a physical inverse decay length $k$, set $\kappa=kL/(2\pi)$; the wave number is then $2\pi n/L$.

Neither the orbital nor the plane waves are normalised. With both normalised on the cell, $c_n$, $A$ and $B$ are all multiplied by $\sqrt{2\pi\kappa/(1-q^2)}$, and the exponent is unchanged.

`cusp_coeff` covers every integer `n`, and `cusp_coeff_bounds` every non-zero one. In `no_faster_envelope`, `n` is a natural number, the `Tendsto` hypothesis says $n^2\varepsilon_n\to0$, and `∀ᶠ` means "for all sufficiently large `n`".

## How the proof follows the derivation

- `half_cell_integral` replaces $|x|$ by $x$ with `integral_congr`, then applies the exponential integral `integral_exp_mul_complex`. Its `hc` supplies the non-zero exponent, and `h2` evaluates the endpoint.
- `cusp_coeff` splits the cell at zero, using continuity for integrability, and reflects the left half with `integral_comp_neg`. The auxiliary facts `alg`, `hsum` and `hprod` add the two fractions.
- `lowerConst_pos` obtains $A>0$ from $q<1$.
- `cusp_coeff_bounds` treats even and odd `n` separately to bound $w_n$. `hsplit` factors the expression as above, while `hlow` and `hup` bound the fraction.
- `no_faster_envelope` picks one index at which the supposed envelope holds, $n^2\varepsilon_n<A$ and $n\ge1$; `linarith` closes the contradiction.

## One dimension, one orbital, individual coefficients

The theorems concern exact coefficients of this one function. Squaring and summing the bounds would control the weight beyond a cutoff, but no theorem here does so, and none concerns an energy error or coefficients computed on a finite grid. The exponent 2 belongs to one dimension and should not be carried over to a nuclear cusp in three.

The periodic continuation also has a second, weaker kink at the cell boundary, with slope jump $+2\kappa q$. It is the source of the alternating term $(-1)^nq$, so the constants describe both kinks together.
